# The s-wave scattering length of a finite repulsive potential of range R satisfies 0 ≤ a < R

## The zero-energy wave and its scattering length

Two particles of reduced mass $\mu$ meet at zero energy in the s wave. Their interaction energy $U(x)\ge 0$ depends on the distance $x$ and vanishes beyond $x=R$. With $V=2\mu U/\hbar^2$, the radial wave $u=x\psi$ obeys

$$u''=Vu,\qquad u(0)=0,\qquad u'(0)>0 .$$

The positive slope at the origin fixes the overall sign of $u$ but not its normalisation.

In Lean 4 with Mathlib:

```lean
import Mathlib

open Set

namespace RepulsiveScatteringLength

noncomputable section
```

The equation is written as a first-order system, with the letter `w` for the slope $u'$. `IsZeroEnergyWave V u w R` says that $u'=w$ and $w'=Vu$ at every point of $[0,R]$, with one-sided derivatives at the ends. `wall` and `slope` are the conditions at the origin.

Such a wave is assumed to be given; its existence is not derived. Continuity of $V$ is not required, but because the equation holds at every point, a potential with a jump inside $(0,R)$ does not fit, nor does one that diverges like $1/x$ at the origin.

```lean
/-- A zero-energy radial wave `u` with slope `w` on `[0, R]`: it satisfies `u' = w` and
`w' = V u`, vanishes at the origin and leaves it with positive slope. -/
structure IsZeroEnergyWave (V u w : ℝ → ℝ) (R : ℝ) : Prop where
  deriv_u : ∀ x ∈ Icc 0 R, HasDerivWithinAt u (w x) (Icc 0 R) x
  deriv_w : ∀ x ∈ Icc 0 R, HasDerivWithinAt w (V x * u x) (Icc 0 R) x
  wall : u 0 = 0
  slope : 0 < w 0
```

The scattering length is

$$a=R-\frac{u(R)}{u'(R)} .$$

```lean
/-- The scattering length `a = R - u(R) / u'(R)` of a wave `u` with slope `w`, for a potential
of range `R`; its domain is `w R ≠ 0`. -/
def scatteringLength (u w : ℝ → ℝ) (R : ℝ) : ℝ := R - u R / w R
```

Beyond $R$ the equation is $u''=0$, so the wave continues as the line $u(R)+u'(R)(x-R)$. For $u'(R)\neq 0$ this equals $u'(R)(x-a)$, which vanishes only at $x=a$. The lemma takes this line as the exterior wave. The step from here to a scattering experiment, that $a$ is the low-energy limit of $-\tan\delta_0/q$ for phase shift $\delta_0$ and wave number $q$, is left to scattering theory.

```lean
/-- If the slope at `R` is nonzero, the straight line that continues the wave beyond `R`
crosses zero exactly at the scattering length. -/
theorem free_continuation_zero_iff {u w : ℝ → ℝ} {R : ℝ} (hw : w R ≠ 0) (x : ℝ) :
    u R + w R * (x - R) = 0 ↔ x = scatteringLength u w R := by
  have hq : w R * (u R / w R) = u R := by field_simp
  have key : u R + w R * (x - R) = w R * (x - (R - u R / w R)) := by
    linear_combination -hq
  unfold scatteringLength
  rw [key, mul_eq_zero, sub_eq_zero]
  exact or_iff_right hw
```

## The slope stays positive

The argument repeatedly uses the fact that a function with nonnegative derivative on $[0,R]$ does not decrease there.

```lean
/-- A function with nonnegative derivative on `[0, R]` does not decrease there. -/
theorem monotone_of_slope {R : ℝ} (f f' : ℝ → ℝ)
    (hf : ∀ x ∈ Icc 0 R, HasDerivWithinAt f (f' x) (Icc 0 R) x)
    (h : ∀ x ∈ Icc 0 R, 0 ≤ f' x) : MonotoneOn f (Icc 0 R) :=
  monotoneOn_of_hasDerivWithinAt_nonneg (convex_Icc 0 R)
    (fun x hx => (hf x hx).continuousWithinAt)
    (fun x hx => (hf x (interior_subset hx)).mono interior_subset)
    (fun x hx => h x (interior_subset hx))
```

To argue that $u'$ does not decrease because $u''=Vu\ge 0$ presupposes $u\ge 0$, and deducing $u\ge 0$ in turn from $u'\ge 0$ would be circular. One way out is to follow the wave only up to its first possible zero beyond the origin. The product $uw$ gives another, which needs no sign of $u$ in advance:

$$(uw)'=w^2+Vu^2\ge 0,\qquad (uw)(0)=0\quad\Rightarrow\quad uw\ge 0 .$$

It follows that

$$(w^2)'=2V\,uw\ge 0\quad\Rightarrow\quad w(x)^2\ge w(0)^2>0 .$$

So $w$ has no zero. If $w(x)\le 0$ at some $x$, continuity would force a zero between $0$ and $x$, a contradiction. In the proof, `huw` and `hww` are the two monotone products, and `intermediate_value_Icc'` supplies the forbidden zero.

```lean
/-- In a repulsive potential `V ≥ 0` the slope of the zero-energy wave stays positive on
`[0, R]`. -/
theorem slope_pos {V u w : ℝ → ℝ} {R : ℝ} (hV : ∀ x ∈ Icc 0 R, 0 ≤ V x)
    (h : IsZeroEnergyWave V u w R) : ∀ x ∈ Icc 0 R, 0 < w x := by
  -- the product `u w` grows from zero
  have huw : MonotoneOn (fun x => u x * w x) (Icc 0 R) := by
    refine monotone_of_slope _ (fun x => w x * w x + u x * (V x * u x))
      (fun x hx => (h.deriv_u x hx).fun_mul (h.deriv_w x hx)) (fun x hx => ?_)
    have h1 := mul_nonneg (hV x hx) (mul_self_nonneg (u x))
    have h2 := mul_self_nonneg (w x)
    calc 0 ≤ w x * w x + V x * (u x * u x) := add_nonneg h2 h1
      _ = w x * w x + u x * (V x * u x) := by ring
  have huw0 : ∀ x ∈ Icc 0 R, 0 ≤ u x * w x := fun x hx => by
    have h1 : u 0 * w 0 ≤ u x * w x := huw ⟨le_rfl, hx.1.trans hx.2⟩ hx hx.1
    rwa [h.wall, zero_mul] at h1
  -- hence the squared slope does not decrease
  have hww : MonotoneOn (fun x => w x * w x) (Icc 0 R) := by
    refine monotone_of_slope _ (fun x => V x * u x * w x + w x * (V x * u x))
      (fun x hx => (h.deriv_w x hx).fun_mul (h.deriv_w x hx)) (fun x hx => ?_)
    have h1 := mul_nonneg (hV x hx) (huw0 x hx)
    calc 0 ≤ V x * (u x * w x) + V x * (u x * w x) := add_nonneg h1 h1
      _ = V x * u x * w x + w x * (V x * u x) := by ring
  -- a change of sign would force a zero of the slope
  intro x hx
  by_contra hneg
  have hc : ContinuousOn w (Icc 0 x) := fun y hy =>
    (h.deriv_w y ⟨hy.1, hy.2.trans hx.2⟩).continuousWithinAt.mono (Icc_subset_Icc_right hx.2)
  obtain ⟨y, hy, hy0⟩ := intermediate_value_Icc' hx.1 hc ⟨not_lt.mp hneg, h.slope.le⟩
  have h1 : w 0 * w 0 ≤ w y * w y :=
    hww ⟨le_rfl, hx.1.trans hx.2⟩ ⟨hy.1, hy.2.trans hx.2⟩ hy.1
  rw [hy0, mul_zero] at h1
  exact not_lt_of_ge h1 (mul_pos h.slope h.slope)
```

## The wave is positive away from the origin

Since $u'=w>0$ on $[0,R]$, $u$ increases strictly from $u(0)=0$. Hence $u(x)>0$ for $0<x\le R$.

```lean
/-- In a repulsive potential `V ≥ 0` the zero-energy wave is positive on `(0, R]`. -/
theorem wave_pos {V u w : ℝ → ℝ} {R : ℝ} (hV : ∀ x ∈ Icc 0 R, 0 ≤ V x)
    (h : IsZeroEnergyWave V u w R) : ∀ x ∈ Ioc 0 R, 0 < u x := by
  have hu : StrictMonoOn u (Icc 0 R) :=
    strictMonoOn_of_hasDerivWithinAt_pos (convex_Icc 0 R)
      (fun x hx => (h.deriv_u x hx).continuousWithinAt)
      (fun x hx => (h.deriv_u x (interior_subset hx)).mono interior_subset)
      (fun x hx => slope_pos hV h x (interior_subset hx))
  intro x hx
  have h1 := hu ⟨le_rfl, hx.1.le.trans hx.2⟩ ⟨hx.1.le, hx.2⟩ hx.1
  rwa [h.wall] at h1
```

## Stronger repulsion does not lower the scattering length

Let $0\le V_1\le V_2$, with waves $u_1,u_2$ and slopes $w_1,w_2$. In the derivative of the Wronskian $W=u_1w_2-w_1u_2$ the terms $w_1w_2$ cancel:

$$W'=(V_2-V_1)\,u_1u_2\ge 0,\qquad W(0)=0 .$$

Therefore $w_1(R)u_2(R)\le u_1(R)w_2(R)$. Dividing by $w_1(R)w_2(R)>0$ gives

$$\frac{u_2(R)}{w_2(R)}\le\frac{u_1(R)}{w_1(R)},\qquad\text{so}\qquad a_1\le a_2 .$$

The two waves need no common normalisation, because only the ratios $u/w$ enter. In the proof, `hW` is the growth of $W$; the origin is treated separately there, since both waves vanish at that point.

```lean
/-- A stronger repulsion has no smaller scattering length: if `0 ≤ V₁ ≤ V₂` on `[0, R]` with
`R > 0`, then `a₁ ≤ a₂`. -/
theorem scatteringLength_mono {V₁ V₂ u₁ w₁ u₂ w₂ : ℝ → ℝ} {R : ℝ} (hR : 0 < R)
    (hV : ∀ x ∈ Icc 0 R, 0 ≤ V₁ x) (hle : ∀ x ∈ Icc 0 R, V₁ x ≤ V₂ x)
    (h₁ : IsZeroEnergyWave V₁ u₁ w₁ R) (h₂ : IsZeroEnergyWave V₂ u₂ w₂ R) :
    scatteringLength u₁ w₁ R ≤ scatteringLength u₂ w₂ R := by
  have hV₂ : ∀ x ∈ Icc 0 R, 0 ≤ V₂ x := fun x hx => (hV x hx).trans (hle x hx)
  -- the Wronskian of the two waves grows from zero
  have hW : MonotoneOn (fun x => u₁ x * w₂ x - w₁ x * u₂ x) (Icc 0 R) := by
    refine monotone_of_slope _ (fun x => (V₂ x - V₁ x) * (u₁ x * u₂ x))
      (fun x hx => ?_) (fun x hx => ?_)
    · have hd := ((h₁.deriv_u x hx).fun_mul (h₂.deriv_w x hx)).fun_sub
        ((h₁.deriv_w x hx).fun_mul (h₂.deriv_u x hx))
      exact hd.congr_deriv (by ring)
    · rcases hx.1.eq_or_lt with h0 | h0
      · simp [← h0, h₁.wall]
      · exact mul_nonneg (sub_nonneg.mpr (hle x hx))
          (mul_pos (wave_pos hV h₁ x ⟨h0, hx.2⟩) (wave_pos hV₂ h₂ x ⟨h0, hx.2⟩)).le
  have h1 : u₁ 0 * w₂ 0 - w₁ 0 * u₂ 0 ≤ u₁ R * w₂ R - w₁ R * u₂ R :=
    hW ⟨le_rfl, hR.le⟩ ⟨hR.le, le_rfl⟩ hR.le
  rw [h₁.wall, h₂.wall] at h1
  have hw₁ := slope_pos hV h₁ R ⟨hR.le, le_rfl⟩
  have hw₂ := slope_pos hV₂ h₂ R ⟨hR.le, le_rfl⟩
  have h2 : u₂ R / w₂ R ≤ u₁ R / w₁ R := (div_le_div_iff₀ hw₂ hw₁).mpr (by linarith)
  unfold scatteringLength
  linarith
```

## The bounds on the scattering length

For $V=0$ the wave is $u=x$ with slope $1$, so $a=R-R/1=0$.

```lean
/-- Without a potential, `u = x` is a zero-energy wave and its scattering length is zero. -/
theorem free_wave (R : ℝ) :
    IsZeroEnergyWave (fun _ => 0) (fun x => x) (fun _ => 1) R ∧
      scatteringLength (fun x => x) (fun _ => 1) R = 0 := by
  refine ⟨⟨fun x _ => (hasDerivAt_id' x).hasDerivWithinAt, fun x _ => ?_, rfl, one_pos⟩, ?_⟩
  · exact (hasDerivWithinAt_const x (Icc 0 R) (1 : ℝ)).congr_deriv (by simp)
  · simp [scatteringLength]
```

Taking $V_1=0$ and $V_2=V$ in the comparison gives $0\le a$. Since $u(R)$ and $u'(R)$ are positive, so is their quotient, and $a=R-u(R)/u'(R)<R$.

In mean-field models of dilute gases $a$ sets the strength of the contact interaction; for a single-channel repulsion of finite range $R$, the bounds place that strength between zero and the value for hard spheres with $a=R$.

```lean
/-- For a repulsive potential `V ≥ 0` of range `R > 0`, the zero-energy wave and its slope are
positive at `R`, and the scattering length satisfies `0 ≤ a < R`. -/
theorem scatteringLength_bounds {V u w : ℝ → ℝ} {R : ℝ} (hR : 0 < R)
    (hV : ∀ x ∈ Icc 0 R, 0 ≤ V x) (h : IsZeroEnergyWave V u w R) :
    0 < u R ∧ 0 < w R ∧ 0 ≤ scatteringLength u w R ∧ scatteringLength u w R < R := by
  have hu := wave_pos hV h R ⟨hR, le_rfl⟩
  have hw := slope_pos hV h R ⟨hR.le, le_rfl⟩
  refine ⟨hu, hw, ?_, ?_⟩
  · -- compare with the free wave
    have h1 := scatteringLength_mono hR (fun _ _ => le_rfl) hV (free_wave R).1 h
    rwa [(free_wave R).2] at h1
  · have h2 := div_pos hu hw
    unfold scatteringLength
    linarith
```

## The square barrier

Let $V=k^2$ on $[0,R]$ with $k>0$. Here $k$ measures the barrier height and is often written $\kappa$; it is not the wave number of the incoming particle. The function $u=\sinh kx$ has $u'=k\cosh kx$, $u''=k^2u$, $u(0)=0$ and $u'(0)=k>0$. Thus

$$a=R-\frac{\sinh kR}{k\cosh kR}=R-\frac{\tanh kR}{k} .$$

As $k\to\infty$ this formula tends to the hard-sphere value $R$.

```lean
/-- For the square barrier `V = k²` with `k > 0`, the function `sinh (k x)` is a zero-energy
wave, and its scattering length is `R - tanh (k R) / k`. -/
theorem squareBarrier_witness {k : ℝ} (hk : 0 < k) (R : ℝ) :
    IsZeroEnergyWave (fun _ => k ^ 2) (fun x => Real.sinh (k * x))
      (fun x => k * Real.cosh (k * x)) R ∧
    scatteringLength (fun x => Real.sinh (k * x)) (fun x => k * Real.cosh (k * x)) R
      = R - Real.tanh (k * R) / k := by
  have hlin : ∀ x : ℝ, HasDerivAt (fun y => k * y) k x := fun x =>
    ((hasDerivAt_id' x).const_mul k).congr_deriv (mul_one k)
  have hs : ∀ x : ℝ, HasDerivAt (fun y => Real.sinh (k * y)) (k * Real.cosh (k * x)) x :=
    fun x => (hlin x).sinh.congr_deriv (by ring)
  have hc : ∀ x : ℝ,
      HasDerivAt (fun y => k * Real.cosh (k * y)) (k ^ 2 * Real.sinh (k * x)) x :=
    fun x => ((hlin x).cosh.const_mul k).congr_deriv (by ring)
  refine ⟨⟨fun x _ => (hs x).hasDerivWithinAt, fun x _ => (hc x).hasDerivWithinAt,
    by simp, by simpa using hk⟩, ?_⟩
  simp only [scatteringLength]
  rw [Real.tanh_eq_sinh_div_cosh, div_div, mul_comm k (Real.cosh (k * R))]

end

end RepulsiveScatteringLength
```

```lean
#print axioms RepulsiveScatteringLength.free_continuation_zero_iff
#print axioms RepulsiveScatteringLength.scatteringLength_bounds
```

```
'RepulsiveScatteringLength.free_continuation_zero_iff' depends on axioms: [propext, Classical.choice, Quot.sound]
'RepulsiveScatteringLength.scatteringLength_bounds' depends on axioms: [propext, Classical.choice, Quot.sound]
```
